# For a lineshape function with continuous second derivative $C$, the third-order cross term is the integral of $C(T+u+v)$ over both coherence times

Suppose a code for third-order spectra keeps the lineshape function $g$ in a table and interpolates linearly. One combination it needs is $g(T)-g(T+t_1)-g(T+t_3)+g(T+t_1+t_3)$, where $T$ is the waiting time and $t_1$, $t_3$ are the coherence times before and after it. When all four arguments fall into the same grid interval, this sum is zero up to rounding, whatever the frequency correlation function is. The coupling between the two coherence times has disappeared, and the loss is easy to miss because the correct value is small there too. One way to see the fault is to compare the sum with an estimate of how small that value should be.

## The integral and its short-time value

Let $g$ be a complex function of real time with first derivative $g'$ and second derivative $C$, and let $C$ be continuous. Define the cross term

$$X(T,t_1,t_3)=g(T)-g(T+t_1)-g(T+t_3)+g(T+t_1+t_3).$$

Then

$$X(T,t_1,t_3)=\int_0^{t_1}\!du\int_0^{t_3}\!dv\;C(T+u+v).$$

If $t_1,t_3\ge 0$ and $|C(s)-C(T)|\le\varepsilon$ for all $s$ from $T$ to $T+t_1+t_3$, then

$$|X(T,t_1,t_3)-t_1t_3\,C(T)|\le\varepsilon\,t_1t_3 .$$

Consequently $X/(t_1t_3)$ tends to $C(T)$ as both coherence times tend to zero from above.

Physically, $C$ is the correlation function of the transition frequency's fluctuations, in units of angular frequency squared, so that $g$ is dimensionless. Its usual lineshape function is the double time integral

$$g(t)=\int_0^t\!ds\int_0^s\!du\;C(u).$$

## Four table lookups in the response function

For a two-level system with Gaussian frequency fluctuations, the cross term enters the third-order pathway whose six lineshape functions are all unconjugated. Without its oscillating phase and dipole prefactor, that pathway is

$$R=\exp[-g(t_1)-g(T)-g(t_3)+g(T+t_1)+g(T+t_3)-g(T+t_1+t_3)].$$

Grouping the terms gives $R=e^{-g(t_1)}e^{-g(t_3)}e^{-X}$: two linear responses and a factor that couples them across the waiting time.

The limit gives a check on the table lookups. Choose a waiting time, take short coherence times, and compare $X/(t_1t_3)$ with the $C(T)$ from which the table was built. Linear interpolation within one cell gives zero in place of $C(T)$. A reversed sign on $g(T)$ makes the quotient diverge wherever $g(T)\ne0$. A mismatch of units between $g$ and $C$ appears as a constant factor.

The error bound says how close the agreement should be. If $C$ is differentiable with $|C'|\le L$ on the relevant interval, one may take $\varepsilon=L(t_1+t_3)$. The coherence times should still not be made arbitrarily short in floating point, since division by $t_1t_3$ magnifies the rounding error of the four-term sum.

The integral also offers another way to evaluate $X$. At long waiting times the four values of $g$ can be large and nearly cancel, whereas quadrature of $C$ over the rectangle avoids that subtraction.

## Two integrations and a limit

First, the double integral satisfies the hypotheses. Since $C$ is continuous, the fundamental theorem of calculus gives

$$\frac{d}{dt}\int_0^t C(u)\,du=C(t).$$

The inner integral is therefore differentiable, hence continuous, and the same theorem gives $g'(t)=\int_0^t C(u)\,du$. Thus $g''=C$.

For the identity, hold $u$ fixed and integrate over $v$:

$$\int_0^{t_3}C(T+u+v)\,dv=g'(T+t_3+u)-g'(T+u).$$

Integrating the right-hand side over $u$ from $0$ to $t_1$ gives

$$[g(T+t_3+t_1)-g(T+t_3)]-[g(T+t_1)-g(T)]=X(T,t_1,t_3).$$

For the error bound, subtract from $g$ the quadratic $q(t)=\tfrac12C(T)\,t^2$, with $T$ held fixed. The cross term of $q$ is

$$\tfrac12C(T)\left[T^2-(T+t_1)^2-(T+t_3)^2+(T+t_1+t_3)^2\right]=t_1t_3\,C(T).$$

The function $g-q$ has second derivative $C(t)-C(T)$, so the identity applied to it reads

$$X-t_1t_3\,C(T)=\int_0^{t_1}\!du\int_0^{t_3}\!dv\,[C(T+u+v)-C(T)].$$

The integrand has modulus at most $\varepsilon$. The inner integral is therefore at most $\varepsilon t_3$ in modulus, and the outer one at most $\varepsilon t_1t_3$.

For the limit, let $\varepsilon>0$. Continuity at $T$ supplies a $\delta>0$ such that $|C(s)-C(T)|<\varepsilon/2$ whenever $|s-T|<\delta$. If $0<t_1,t_3<\delta/2$, every $s$ between $T$ and $T+t_1+t_3$ meets this condition. Dividing the error bound by $t_1t_3$ gives

$$\left|\frac{X}{t_1t_3}-C(T)\right|\le\frac{\varepsilon}{2}<\varepsilon.$$

No fixed ratio between $t_1$ and $t_3$ was needed.

The limit also settles when the cross term vanishes. Fix a time $T_0$. If $X=0$ for all $T\ge T_0$ and all positive $t_1,t_3$, the quotient is zero throughout the limit, so $C(T)=0$ for every $T\ge T_0$. Conversely, if $C$ vanishes from $T_0$ on, the error bound holds with $\varepsilon=0$ and gives $X=0$.

## Lineshape, cross term and response in Lean

```lean
import Mathlib

open Filter Topology

namespace ThirdOrderCrossTerm

noncomputable section

/-- The lineshape function of a frequency correlation function `C`: its double time integral. -/
def lineshape (C : ℝ → ℂ) (t : ℝ) : ℂ := ∫ s in (0 : ℝ)..t, ∫ u in (0 : ℝ)..s, C u

/-- The combination of lineshape functions that couples the coherence times `t1` and `t3`
across the waiting time `T`. -/
def crossTerm (g : ℝ → ℂ) (T t1 t3 : ℝ) : ℂ :=
  g T - g (T + t1) - g (T + t3) + g (T + t1 + t3)

/-- The third-order response pathway in which all six lineshape functions enter
unconjugated, without its oscillating phase factor and dipole prefactor. -/
def response (g : ℝ → ℂ) (T t1 t3 : ℝ) : ℂ :=
  Complex.exp (-g t1 - g T - g t3 + g (T + t1) + g (T + t3) - g (T + t1 + t3))

variable {g g' C : ℝ → ℂ}

/-- For a continuous correlation function, the lineshape function has the single time integral
of `C` as its first derivative and `C` as its second. -/
theorem lineshape_hasDerivAt (hC : Continuous C) (t : ℝ) :
    HasDerivAt (lineshape C) (∫ u in (0 : ℝ)..t, C u) t ∧
      HasDerivAt (fun s => ∫ u in (0 : ℝ)..s, C u) (C t) t := by
  have h : ∀ s, HasDerivAt (fun s => ∫ u in (0 : ℝ)..s, C u) (C s) s :=
    fun s => (hC.integral_hasStrictDerivAt 0 s).hasDerivAt
  have hc : Continuous (fun s => ∫ u in (0 : ℝ)..s, C u) :=
    continuous_iff_continuousAt.2 fun s => (h s).continuousAt
  exact ⟨(hc.integral_hasStrictDerivAt 0 t).hasDerivAt, h t⟩

/-- The integral of a continuous derivative over a time window of length `b` that opens at `a`
is the change of the function over that window. -/
theorem integral_window {f f' : ℝ → ℂ} (hf : ∀ t, HasDerivAt f (f' t) t)
    (hc : Continuous f') (a b : ℝ) :
    ∫ v in (0 : ℝ)..b, f' (a + v) = f (a + b) - f a := by
  rw [intervalIntegral.integral_comp_add_left (fun x => f' x) a, add_zero]
  exact intervalIntegral.integral_eq_sub_of_hasDerivAt (fun x _ => hf x)
    (hc.intervalIntegrable _ _)

/-- If the second derivative of `g` is the continuous function `C`, the cross term is the
integral of `C (T + u + v)` over both coherence times. -/
theorem crossTerm_eq_integral (hg : ∀ t, HasDerivAt g (g' t) t)
    (hg' : ∀ t, HasDerivAt g' (C t) t) (hC : Continuous C) (T t1 t3 : ℝ) :
    crossTerm g T t1 t3 = ∫ u in (0 : ℝ)..t1, ∫ v in (0 : ℝ)..t3, C (T + u + v) := by
  have hc : Continuous g' := continuous_iff_continuousAt.2 fun t => (hg' t).continuousAt
  -- integrate over the second coherence time
  have inner : ∀ u, ∫ v in (0 : ℝ)..t3, C (T + u + v) = g' (T + t3 + u) - g' (T + u) := by
    intro u
    rw [integral_window hg' hC, add_right_comm]
  have i1 : Continuous (fun u => g' (T + t3 + u)) := by fun_prop
  have i2 : Continuous (fun u => g' (T + u)) := by fun_prop
  -- integrate over the first coherence time
  simp only [inner]
  rw [intervalIntegral.integral_sub (i1.intervalIntegrable _ _) (i2.intervalIntegrable _ _),
    integral_window hg hc, integral_window hg hc, add_right_comm T t3 t1, crossTerm]
  ring

/-- Let `g` have the continuous second derivative `C`. If `C` stays within `ε` of `C T` from `T`
to `T + t1 + t3`, with `t1` and `t3` nonnegative, the cross term is `t1 t3 C(T)` up to an error
of at most `ε t1 t3`. -/
theorem crossTerm_error (hg : ∀ t, HasDerivAt g (g' t) t)
    (hg' : ∀ t, HasDerivAt g' (C t) t) (hC : Continuous C) {T t1 t3 ε : ℝ}
    (h1 : 0 ≤ t1) (h3 : 0 ≤ t3)
    (hε : ∀ s ∈ Set.Icc T (T + t1 + t3), ‖C s - C T‖ ≤ ε) :
    ‖crossTerm g T t1 t3 - t1 * t3 * C T‖ ≤ ε * (t1 * t3) := by
  have hid : ∀ t : ℝ, HasDerivAt (fun s : ℝ => (s : ℂ)) 1 t := by
    intro t
    have h := (hasDerivAt_id t).ofReal_comp
    simpa using h
  -- subtract the quadratic lineshape function of a constant correlation function
  have d1 : ∀ t : ℝ, HasDerivAt (fun s : ℝ => g s - C T / 2 * ((s : ℂ) * s))
      (g' t - C T * t) t := fun t =>
    ((hg t).fun_sub (((hid t).fun_mul (hid t)).const_mul (C T / 2))).congr_deriv (by ring)
  have d2 : ∀ t : ℝ, HasDerivAt (fun s : ℝ => g' s - C T * s) (C t - C T) t := fun t =>
    ((hg' t).fun_sub ((hid t).const_mul (C T))).congr_deriv (by ring)
  have key := crossTerm_eq_integral (g' := fun s : ℝ => g' s - C T * s)
    (C := fun s => C s - C T) d1 d2 (by fun_prop) T t1 t3
  have e : crossTerm g T t1 t3 - t1 * t3 * C T =
      crossTerm (fun s : ℝ => g s - C T / 2 * ((s : ℂ) * s)) T t1 t3 := by
    simp only [crossTerm]
    push_cast
    ring
  rw [e, key]
  -- bound the two integrals one after the other
  have inner : ∀ u ∈ Set.uIoc 0 t1,
      ‖∫ v in (0 : ℝ)..t3, (C (T + u + v) - C T)‖ ≤ ε * t3 := by
    intro u hu
    rw [Set.uIoc_of_le h1] at hu
    have hb : ∀ v ∈ Set.uIoc 0 t3, ‖C (T + u + v) - C T‖ ≤ ε := by
      intro v hv
      rw [Set.uIoc_of_le h3] at hv
      exact hε _ ⟨by linarith [hu.1, hv.1], by linarith [hu.2, hv.2]⟩
    have h := intervalIntegral.norm_integral_le_of_norm_le_const hb
    rwa [sub_zero, abs_of_nonneg h3] at h
  have h := intervalIntegral.norm_integral_le_of_norm_le_const inner
  rw [sub_zero, abs_of_nonneg h1] at h
  exact h.trans_eq (by ring)

/-- If `g` has the continuous second derivative `C`, the cross term divided by `t1 t3` tends to
`C T` as both coherence times tend to zero from above, independently of each other. -/
theorem crossTerm_div_tendsto (hg : ∀ t, HasDerivAt g (g' t) t)
    (hg' : ∀ t, HasDerivAt g' (C t) t) (hC : Continuous C) (T : ℝ) :
    Tendsto (fun p : ℝ × ℝ => crossTerm g T p.1 p.2 / (p.1 * p.2))
      (𝓝[>] (0 : ℝ) ×ˢ 𝓝[>] (0 : ℝ)) (𝓝 (C T)) := by
  rw [Metric.tendsto_nhds]
  intro ε hε
  obtain ⟨δ, hδ, hCδ⟩ := Metric.continuousAt_iff.1 (hC.continuousAt (x := T)) (ε / 2) (half_pos hε)
  have hm : Set.Ioo 0 (δ / 2) ∈ 𝓝[>] (0 : ℝ) := Ioo_mem_nhdsGT (half_pos hδ)
  filter_upwards [prod_mem_prod hm hm]
  rintro ⟨t1, t3⟩ ⟨⟨h1, h1'⟩, ⟨h3, h3'⟩⟩
  dsimp only at h1 h1' h3 h3' ⊢
  have b := crossTerm_error hg hg' hC (T := T) (ε := ε / 2) h1.le h3.le (by
    intro s hs
    rw [← dist_eq_norm]
    apply le_of_lt
    apply hCδ
    rw [Real.dist_eq, abs_of_nonneg (by linarith [hs.1])]
    linarith [hs.2])
  have n1 : (t1 : ℂ) ≠ 0 := Complex.ofReal_ne_zero.2 h1.ne'
  have n3 : (t3 : ℂ) ≠ 0 := Complex.ofReal_ne_zero.2 h3.ne'
  have e : crossTerm g T t1 t3 / (t1 * t3) - C T =
      (crossTerm g T t1 t3 - t1 * t3 * C T) / (t1 * t3) := by
    rw [sub_div, mul_div_cancel_left₀ _ (mul_ne_zero n1 n3)]
  have hp : 0 < t1 * t3 := mul_pos h1 h3
  rw [dist_eq_norm, e, norm_div, norm_mul (t1 : ℂ), Complex.norm_real, Complex.norm_real,
    Real.norm_of_nonneg h1.le, Real.norm_of_nonneg h3.le, div_lt_iff₀ hp]
  nlinarith [mul_pos hε hp]

/-- For `g` with continuous second derivative `C`, the cross term vanishes for all positive
coherence times and all waiting times from `T0` on exactly when `C` vanishes from `T0` on. -/
theorem crossTerm_eq_zero_iff (hg : ∀ t, HasDerivAt g (g' t) t)
    (hg' : ∀ t, HasDerivAt g' (C t) t) (hC : Continuous C) (T0 : ℝ) :
    (∀ T ≥ T0, ∀ t1 > 0, ∀ t3 > 0, crossTerm g T t1 t3 = 0) ↔ ∀ T ≥ T0, C T = 0 := by
  constructor
  · intro h T hT
    -- the quotient is zero near the limit point, so its limit is zero
    refine tendsto_nhds_unique (crossTerm_div_tendsto hg hg' hC T)
      (tendsto_const_nhds.congr' ?_)
    filter_upwards [prod_mem_prod (self_mem_nhdsWithin (a := (0 : ℝ)) (s := Set.Ioi 0))
      (self_mem_nhdsWithin (a := (0 : ℝ)) (s := Set.Ioi 0))]
    rintro ⟨t1, t3⟩ ⟨h1, h3⟩
    simp [h T hT t1 h1 t3 h3]
  · intro h T hT t1 h1 t3 h3
    have b := crossTerm_error hg hg' hC (T := T) (ε := 0) h1.le h3.le (by
      intro s hs
      rw [h s (hT.le.trans hs.1), h T hT, sub_zero, norm_zero])
    rw [h T hT, mul_zero, sub_zero, zero_mul] at b
    exact norm_le_zero_iff.1 b

/-- For a continuous correlation function, the third-order pathway is the product of the linear
responses `exp (-g)` at `t1` and `t3` and the exponential of minus the integral of
`C (T + u + v)` over both coherence times. -/
theorem response_lineshape (hC : Continuous C) (T t1 t3 : ℝ) :
    response (lineshape C) T t1 t3 =
      Complex.exp (-lineshape C t1) * Complex.exp (-lineshape C t3) *
        Complex.exp (-∫ u in (0 : ℝ)..t1, ∫ v in (0 : ℝ)..t3, C (T + u + v)) := by
  rw [← crossTerm_eq_integral (fun t => (lineshape_hasDerivAt hC t).1)
    (fun t => (lineshape_hasDerivAt hC t).2) hC, ← Complex.exp_add, ← Complex.exp_add,
    response, crossTerm]
  congr 1
  ring

end

end ThirdOrderCrossTerm
```

```lean
#print axioms ThirdOrderCrossTerm.crossTerm_eq_integral
#print axioms ThirdOrderCrossTerm.crossTerm_eq_zero_iff
#print axioms ThirdOrderCrossTerm.response_lineshape
```

```
'ThirdOrderCrossTerm.crossTerm_eq_integral' depends on axioms: [propext, Classical.choice, Quot.sound]
'ThirdOrderCrossTerm.crossTerm_eq_zero_iff' depends on axioms: [propext, Classical.choice, Quot.sound]
'ThirdOrderCrossTerm.response_lineshape' depends on axioms: [propext, Classical.choice, Quot.sound]
```

## What each statement says about $g$ and $C$

The definitions `lineshape`, `crossTerm` and `response` are the double integral, $X$ and $R$ above. Times are real numbers, and the values of $g$ and $C$ are complex, which leaves room for a quantum bath. In the general theorems `g'` is a separate function; the hypotheses `HasDerivAt g (g' t) t` and `HasDerivAt g' (C t) t`, required at every real `t`, make it the first derivative of `g` and make `C` the second.

- `lineshape_hasDerivAt` shows that the double integral of any continuous `C` has the required derivatives.
- `crossTerm_eq_integral` is the identity. It holds for all real `T`, `t1` and `t3`, with the usual sign convention for integrals whose upper limit is below the lower one.
- `crossTerm_error` is the bound, for nonnegative coherence times. `Set.Icc T (T + t1 + t3)` is the closed interval on which `C` must stay near `C T`.
- `crossTerm_div_tendsto` is the limit. The filter `𝓝[>] (0 : ℝ) ×ˢ 𝓝[>] (0 : ℝ)` lets both times approach zero from above, jointly and independently.
- `crossTerm_eq_zero_iff` is the equivalence for vanishing cross terms. It quantifies over all positive coherence times; for a single pair, an oscillating $C$ can integrate to zero.
- `response_lineshape` factorises $R$ and writes the coupling factor with the integral of $C$.

## One window lemma and a subtracted quadratic

The lemma `integral_window` shifts the integration variable and applies the fundamental theorem of calculus. `crossTerm_eq_integral` uses it once for the integral over `v`, in the step named `inner`, and twice for the integral over `u`. The final `ring` collects the four values of `g`.

In `crossTerm_error`, `d1` and `d2` differentiate $g-q$ twice, `key` applies the identity to it, and `e` evaluates the cross term of the quadratic. The Mathlib lemma `norm_integral_le_of_norm_le_const` then bounds the inner and the outer integral in turn.

The proof of `crossTerm_div_tendsto` follows the choice of $\delta$ above: `filter_upwards` restricts both times to $(0,\delta/2)$, and the remaining lines divide the bound by their product. For the equivalence, `tendsto_nhds_unique` identifies the limit $C(T)$ with zero in one direction, while the other calls `crossTerm_error` with `ε := 0`. The factorisation replaces the double integral by the cross term, merges the exponentials with `Complex.exp_add` and compares exponents with `ring`.

## Continuous correlations, one pathway, no rounding

The theorems establish the identity, the bound and the limit for real and complex numbers. They say nothing about floating-point rounding, interpolation or quadrature error, so a code that uses them needs its own estimates for these.

Continuity of $C$ is assumed on the whole real line. It stands for a frequency whose correlations have no jump or spike in time. Delta-correlated noise is excluded, and so is the full quantum correlation function of a Drude–Lorentz bath, whose real part diverges logarithmically at time zero. If $C$ is known only for nonnegative times, any continuous extension to negative times will do, because the cross term at nonnegative times never samples the extension.

The expression for $R$ is a definition here. Its derivation from a Hamiltonian, the Gaussian assumption and the neglect of fluctuations in the dipole are physical input. Pathways that contain conjugated lineshape functions are not treated, nor are systems with several coupled excited states.
